# The Laplacian for √J-scaled wavefunctions in a one-dimensional adaptive coordinate is symmetric on functions vanishing at both ends

Wavefunctions and grid functions are both taken as complex functions on the whole real line, with ordinary two-sided derivatives, although the region of interest is an interval a ≤ s ≤ b. Derivatives at a and b then need no separate definition, but the smoothness hypotheses reach beyond the interval. Positivity of the Jacobian is required only on [a,b], or only at the point considered.

```lean
import Mathlib

open Set Filter Topology

namespace AdaptiveCoordinates

noncomputable section
```

The coordinate map x sends a grid coordinate s to a physical position q = x(s), and its Jacobian is J = x', written `deriv x s`. A wavefunction ψ has the grid function

(Gψ)(s) = √J(s) ψ(x(s)).

In Lean, G is `toGrid`, and `•` multiplies a complex value by a real factor.

```lean
/-- The grid function `√J ψ(x(s))` of a wavefunction `ψ`, with Jacobian `J = x'`. -/
def toGrid (x : ℝ → ℝ) (ψ : ℝ → ℂ) (s : ℝ) : ℂ := Real.sqrt (deriv x s) • ψ (x s)
```

The other three definitions act on any grid function φ, whether or not it was built from a ψ. The first removes the scale factor:

u = J^(-1/2) φ.

```lean
/-- The amplitude `J^(-1/2) φ` of a grid function `φ`. -/
def amp (x : ℝ → ℝ) (φ : ℝ → ℂ) (s : ℝ) : ℂ := (Real.sqrt (deriv x s))⁻¹ • φ s
```

The second differentiates the result and divides by J:

Fφ = J^(-1) (J^(-1/2) φ)'.

```lean
/-- The scaled derivative `J^(-1) (J^(-1/2) φ)'` of a grid function `φ`. -/
def flux (x : ℝ → ℝ) (φ : ℝ → ℂ) (s : ℝ) : ℂ := (deriv x s)⁻¹ • deriv (amp x φ) s
```

The third is the grid Laplacian:

Aφ = J^(-1/2) (Fφ)'.

```lean
/-- The grid Laplacian `A φ = J^(-1/2) (J^(-1) (J^(-1/2) φ)')'`. -/
def gridLap (x : ℝ → ℝ) (φ : ℝ → ℂ) (s : ℝ) : ℂ :=
  (Real.sqrt (deriv x s))⁻¹ • deriv (flux x φ) s
```

## (a) Overlaps in plain ds

Let x be C¹ with J ≥ 0 on [a,b], and let ψ and χ be continuous. Show that the overlap of their grid functions is the physical overlap, with * for complex conjugation:

∫ₐᵇ (Gψ)*(s) (Gχ)(s) ds = ∫ ψ*(q) χ(q) dq, with q from x(a) to x(b).

The factor √J is real, so the left integrand is

√J ψ*(x(s)) · √J χ(x(s)) = J(s) ψ*(x(s)) χ(x(s)).

Substituting q = x(s), dq = J ds gives the right side.

The Lean proof applies the substitution theorem to the right side and then compares integrands on [a,b], where J ≥ 0 gives √J · √J = J. Conjugation is `star`.

```lean
/-- The overlap of two grid functions in plain `ds` is the overlap of the
wavefunctions in `dx`. -/
theorem overlap_toGrid {x : ℝ → ℝ} {ψ χ : ℝ → ℂ} {a b : ℝ} (hab : a ≤ b)
    (hx : ContDiff ℝ 1 x) (hJ : ∀ s ∈ Icc a b, 0 ≤ deriv x s)
    (hψ : Continuous ψ) (hχ : Continuous χ) :
    ∫ s in a..b, star (toGrid x ψ s) * toGrid x χ s =
      ∫ q in x a..x b, star (ψ q) * χ q := by
  obtain ⟨hd, hc⟩ := contDiff_one_iff_deriv.1 hx
  -- substitution q = x(s)
  rw [← intervalIntegral.integral_deriv_smul_comp (f := x) (f' := deriv x)
    (g := fun q => star (ψ q) * χ q) (fun s _ => (hd s).hasDerivAt)
    hc.continuousOn (hψ.star.mul hχ)]
  refine intervalIntegral.integral_congr fun s hs => ?_
  rw [uIcc_of_le hab] at hs
  simp only [toGrid, star_smul, star_trivial, smul_mul_smul_comm,
    Real.mul_self_sqrt (hJ s hs), Function.comp_apply]
```

## (b) Normalisation

Under the same conditions on x and ψ, show that

∫ₐᵇ |(Gψ)(s)|² ds = ∫ |ψ(q)|² dq, with q from x(a) to x(b).

Here |√J ψ(x(s))|² = J(s) |ψ(x(s))|², and the same substitution finishes the calculation. A state normalised on the physical interval is therefore normalised on the grid interval. Lean treats this as an integral of real numbers and repeats the two steps of (a).

```lean
/-- The integral of `|√J ψ(x(s))|² ds` equals the integral of `|ψ|² dx`. -/
theorem norm_toGrid {x : ℝ → ℝ} {ψ : ℝ → ℂ} {a b : ℝ} (hab : a ≤ b)
    (hx : ContDiff ℝ 1 x) (hJ : ∀ s ∈ Icc a b, 0 ≤ deriv x s) (hψ : Continuous ψ) :
    ∫ s in a..b, ‖toGrid x ψ s‖ ^ 2 = ∫ q in x a..x b, ‖ψ q‖ ^ 2 := by
  obtain ⟨hd, hc⟩ := contDiff_one_iff_deriv.1 hx
  rw [← intervalIntegral.integral_deriv_smul_comp (f := x) (f' := deriv x)
    (g := fun q => ‖ψ q‖ ^ 2) (fun s _ => (hd s).hasDerivAt)
    hc.continuousOn (hψ.norm.pow 2)]
  refine intervalIntegral.integral_congr fun s hs => ?_
  rw [uIcc_of_le hab] at hs
  simp only [toGrid, norm_smul, mul_pow, Real.norm_eq_abs, sq_abs,
    Real.sq_sqrt (hJ s hs), Function.comp_apply, smul_eq_mul]
```

## (c) The first derivative

Let x be C¹, J(s) > 0 and ψ differentiable. Show that

F(Gψ)(s) = ψ'(x(s)).

Since J is continuous, it stays positive for t near s. There the scale factors cancel:

J(t)^(-1/2) √J(t) ψ(x(t)) = ψ(x(t)).

By the chain rule the derivative at s is J(s) ψ'(x(s)), and division by J(s) leaves ψ'(x(s)).

A derivative depends on values near s and not only at s, so the Lean proof first establishes the cancellation on a neighbourhood, as `e`. The chain rule is `d`.

```lean
/-- Where `J > 0`, the scaled derivative of the grid function of `ψ` is `ψ'` at `x(s)`. -/
theorem flux_toGrid {x : ℝ → ℝ} {ψ : ℝ → ℂ} {s : ℝ} (hx : ContDiff ℝ 1 x)
    (hJ : 0 < deriv x s) (hψ : Differentiable ℝ ψ) :
    flux x (toGrid x ψ) s = deriv ψ (x s) := by
  obtain ⟨hd, hc⟩ := contDiff_one_iff_deriv.1 hx
  -- near s the Jacobian is positive, so the factors √J cancel
  have e : amp x (toGrid x ψ) =ᶠ[𝓝 s] fun t => ψ (x t) := by
    filter_upwards [hc.continuousAt.eventually (lt_mem_nhds hJ)] with t ht
    have h0 : Real.sqrt (deriv x t) ≠ 0 := (Real.sqrt_pos.2 ht).ne'
    rw [amp, toGrid, smul_smul, inv_mul_cancel₀ h0, one_smul]
  have d : HasDerivAt (fun t => ψ (x t)) (deriv x s • deriv ψ (x s)) s :=
    HasDerivAt.scomp s (hψ (x s)).hasDerivAt (hd s).hasDerivAt
  rw [flux, e.deriv_eq, d.deriv, smul_smul, inv_mul_cancel₀ hJ.ne', one_smul]
```

## (d) The second derivative

Assume in addition that ψ' is differentiable. Show that

A(Gψ)(s) = √J(s) ψ''(x(s)).

By (c), F(Gψ)(t) = ψ'(x(t)) for all t near s. Differentiating once more gives J(s) ψ''(x(s)), so

A(Gψ)(s) = J(s)^(-1/2) J(s) ψ''(x(s)) = √J(s) ψ''(x(s)).

The factors of J cancel before each differentiation, so J itself is never differentiated and it is enough that x is C¹. The Lean steps `e` and `d` are again the local identity and the chain rule, and `k` is J^(-1/2) J = √J.

```lean
/-- The grid Laplacian of `√J ψ(x(s))` is `√J ψ''(x(s))`. -/
theorem gridLap_toGrid {x : ℝ → ℝ} {ψ : ℝ → ℂ} {s : ℝ} (hx : ContDiff ℝ 1 x)
    (hJ : 0 < deriv x s) (hψ : Differentiable ℝ ψ) (hψ' : Differentiable ℝ (deriv ψ)) :
    gridLap x (toGrid x ψ) s = toGrid x (deriv (deriv ψ)) s := by
  obtain ⟨hd, hc⟩ := contDiff_one_iff_deriv.1 hx
  have e : flux x (toGrid x ψ) =ᶠ[𝓝 s] fun t => deriv ψ (x t) := by
    filter_upwards [hc.continuousAt.eventually (lt_mem_nhds hJ)] with t ht
    exact flux_toGrid hx ht hψ
  have d : HasDerivAt (fun t => deriv ψ (x t)) (deriv x s • deriv (deriv ψ) (x s)) s :=
    HasDerivAt.scomp s (hψ' (x s)).hasDerivAt (hd s).hasDerivAt
  have k : (Real.sqrt (deriv x s))⁻¹ * deriv x s = Real.sqrt (deriv x s) := by
    rw [inv_mul_eq_iff_eq_mul₀ (Real.sqrt_pos.2 hJ).ne']
    exact (Real.mul_self_sqrt hJ.le).symm
  rw [gridLap, e.deriv_eq, d.deriv, smul_smul, k, toGrid]
```

## (e) The stationary Schrödinger equation

Use units with ħ = m = 1, a real potential V and a real energy E. Under the conditions of (d), show that

−½ A(Gψ)(s) + V(x(s)) (Gψ)(s) = E (Gψ)(s)

holds exactly when

−½ ψ''(x(s)) + V(x(s)) ψ(x(s)) = E ψ(x(s)).

By (d), every term of the first equation is √J(s) times the corresponding term of the second. Since √J(s) ≠ 0, it can be cancelled or restored.

The statement concerns a single point and imposes no boundary conditions. In Lean, `mul_left_cancel₀` cancels the factor in one direction, and `linear_combination` multiplies by it in the other.

```lean
/-- The stationary Schrödinger equation holds for `ψ` at `x(s)` exactly when its grid
form, with the potential `V(x(s))`, holds for the grid function at `s`. -/
theorem schrodinger_iff {x V : ℝ → ℝ} {ψ : ℝ → ℂ} {s E : ℝ} (hx : ContDiff ℝ 1 x)
    (hJ : 0 < deriv x s) (hψ : Differentiable ℝ ψ) (hψ' : Differentiable ℝ (deriv ψ)) :
    -(1 / 2) * gridLap x (toGrid x ψ) s + V (x s) * toGrid x ψ s = E * toGrid x ψ s ↔
      -(1 / 2) * deriv (deriv ψ) (x s) + V (x s) * ψ (x s) = E * ψ (x s) := by
  have hc : (Real.sqrt (deriv x s) : ℂ) ≠ 0 :=
    Complex.ofReal_ne_zero.2 (Real.sqrt_pos.2 hJ).ne'
  rw [gridLap_toGrid hx hJ hψ hψ']
  simp only [toGrid, Complex.real_smul]
  constructor
  · intro h
    apply mul_left_cancel₀ hc
    linear_combination h
  · intro h
    linear_combination (Real.sqrt (deriv x s) : ℂ) * h
```

## (f) Smoothness lost by differentiation

Let f be a function of a real variable. Show that

f is Cⁿ at s and m + 1 ≤ n ⇒ f' is Cᵐ at s.

The k-th derivative of f' is the (k+1)-th derivative of f. For k ≤ m this exists near s and is continuous. The orders in Lean also include ∞, where the argument applies to every finite k, and analyticity, where a power series is differentiated term by term.

Lean obtains f' by applying the derivative, viewed as a linear map, to the number 1.

```lean
/-- If a function is `Cⁿ` at a point and `m + 1 ≤ n`, its derivative is `Cᵐ` there. -/
theorem contDiffAt_deriv {F : Type*} [NormedAddCommGroup F] [NormedSpace ℝ F]
    {f : ℝ → F} {s : ℝ} {m n : WithTop ℕ∞} (h : ContDiffAt ℝ n f s) (hmn : m + 1 ≤ n) :
    ContDiffAt ℝ m (deriv f) s :=
  (h.fderiv_right hmn).clm_apply (contDiffAt_const (c := (1 : ℝ)))
```

## (g) Regularity of the scaled functions

Let x be C³, J(s) > 0, and φ any C² grid function. Show that

J^(-1/2) φ is C² at s, and Fφ is C¹ at s.

By (f), J = x' is C². Being positive at s, it has C² powers J^(-1/2) and J^(-1) there, so the product J^(-1/2) φ is C². Its derivative is C¹, and so is that derivative multiplied by J^(-1).

For a general φ the factors of J do not cancel as they did in (d), hence the stronger condition on x. The Lean proof builds the same products in the same order.

```lean
/-- For a `C³` map `x`, where `J > 0`, the amplitude of a `C²` grid function is `C²` and its scaled
derivative is `C¹`. -/
theorem amp_flux_regular {x : ℝ → ℝ} {φ : ℝ → ℂ} {s : ℝ} (hx : ContDiff ℝ 3 x)
    (hJ : 0 < deriv x s) (hφ : ContDiff ℝ 2 φ) :
    ContDiffAt ℝ 2 (amp x φ) s ∧ ContDiffAt ℝ 1 (flux x φ) s := by
  have j : ContDiffAt ℝ 2 (deriv x) s := contDiffAt_deriv hx.contDiffAt (by norm_num)
  have h : ContDiffAt ℝ 2 (amp x φ) s :=
    ((j.sqrt hJ.ne').inv (Real.sqrt_pos.2 hJ).ne').smul hφ.contDiffAt
  exact ⟨h, ((j.of_le (by norm_num)).inv hJ.ne').smul (contDiffAt_deriv h (by norm_num))⟩
```

## (h) Integration by parts

Let a ≤ b, let x be C³ with J > 0 on [a,b], and let φ and χ be C² grid functions with φ(a) = φ(b) = 0. Show that

∫ₐᵇ φ Aχ ds = −∫ₐᵇ J (Fφ)(Fχ) ds.

With u = J^(-1/2) φ, the left side is ∫ₐᵇ u (Fχ)' ds. Integrating by parts,

∫ₐᵇ u (Fχ)' ds = u(b) (Fχ)(b) − u(a) (Fχ)(a) − ∫ₐᵇ u' Fχ ds.

The boundary terms vanish with φ, and u' = J Fφ by the definition of F.

No conjugation appears yet, and χ need not vanish at the ends. In Lean, `ru` and `rv` take the regularity from (g), `parts` is the integration by parts, `left` moves J^(-1/2) onto φ, and `e` is J Fφ = u'.

```lean
/-- Integration by parts for the grid Laplacian: if `φ` vanishes at both ends, the
integral of `φ A χ` is minus that of `J` times the product of the scaled derivatives. -/
theorem integral_mul_gridLap {x : ℝ → ℝ} {φ χ : ℝ → ℂ} {a b : ℝ} (hab : a ≤ b)
    (hx : ContDiff ℝ 3 x) (hJ : ∀ s ∈ Icc a b, 0 < deriv x s)
    (hφ : ContDiff ℝ 2 φ) (hχ : ContDiff ℝ 2 χ) (ha : φ a = 0) (hb : φ b = 0) :
    ∫ s in a..b, φ s * gridLap x χ s =
      -∫ s in a..b, deriv x s • (flux x φ s * flux x χ s) := by
  rw [← uIcc_of_le hab] at hJ
  have ru := fun s hs => (amp_flux_regular hx (hJ s hs) hφ).1
  have rv := fun s hs => (amp_flux_regular hx (hJ s hs) hχ).2
  have parts := intervalIntegral.integral_mul_deriv_eq_deriv_mul
    (fun s hs => ((ru s hs).differentiableAt (by norm_num)).hasDerivAt)
    (fun s hs => ((rv s hs).differentiableAt (by norm_num)).hasDerivAt)
    (ContinuousOn.intervalIntegrable fun s hs =>
      (contDiffAt_deriv (m := 1) (ru s hs)
        (by norm_num)).continuousAt.continuousWithinAt)
    (ContinuousOn.intervalIntegrable fun s hs =>
      (contDiffAt_deriv (m := 0) (rv s hs)
        (by norm_num)).continuousAt.continuousWithinAt)
  have ua : amp x φ a = 0 := by rw [amp, ha, smul_zero]
  have ub : amp x φ b = 0 := by rw [amp, hb, smul_zero]
  rw [ua, ub, zero_mul, zero_mul, sub_zero, zero_sub] at parts
  -- move the factor J^(-1/2) from the Laplacian onto φ
  have left : ∫ s in a..b, φ s * gridLap x χ s =
      ∫ s in a..b, amp x φ s * deriv (flux x χ) s := by
    simp only [gridLap, amp, mul_smul_comm, smul_mul_assoc]
  rw [left, parts]
  congr 1
  refine intervalIntegral.integral_congr fun s hs => ?_
  have e : deriv x s • flux x φ s = deriv (amp x φ) s := by
    rw [flux, smul_smul, mul_inv_cancel₀ (hJ s hs).ne', one_smul]
  simp only [← smul_mul_assoc, e]
```

## (i) Complex conjugation

Show that

A(φ*) = (Aφ)*.

All powers of J in A are real, and differentiation in a real variable satisfies (φ*)' = (φ')*. Conjugation therefore passes through each factor and each derivative in turn; `h1` and `h2` do this for u and Fφ. The theorem needs no smoothness hypothesis because Lean assigns the value 0 to a missing derivative, and 0 is its own conjugate.

```lean
/-- The grid Laplacian commutes with complex conjugation. -/
theorem gridLap_star (x : ℝ → ℝ) (φ : ℝ → ℂ) (s : ℝ) :
    gridLap x (fun t => star (φ t)) s = star (gridLap x φ s) := by
  have h1 : amp x (fun t => star (φ t)) = fun t => star (amp x φ t) := by
    funext t
    simp only [amp, star_smul, star_trivial]
  have h2 : flux x (fun t => star (φ t)) = fun t => star (flux x φ t) := by
    funext t
    simp only [flux, h1, deriv.star, star_smul, star_trivial]
  simp only [gridLap, h2, deriv.star, star_smul, star_trivial]
```

## (j) Symmetry for the complex inner product

Let x be as in (h), and let φ and χ be C² functions that both vanish at a and b. Show that

∫ₐᵇ (Aφ)* χ ds = ∫ₐᵇ φ* Aχ ds.

Use (i), then (h) with χ as the vanishing function, then (h) backwards with φ* as the vanishing function:

∫ₐᵇ (Aφ)* χ ds = ∫ₐᵇ χ A(φ*) ds = −∫ₐᵇ J F(φ*) Fχ ds = ∫ₐᵇ φ* Aχ ds.

The `calc` block follows this chain, with `h2` and `h1` as the two uses of (h). The result is symmetry on this class of functions; self-adjointness of an operator on a Hilbert space would also require a statement about domains.

For real-space electronic structure, this gives a one-particle, one-dimensional kinetic operator that is symmetric without a weight in the inner product, before any discretisation. A finite-difference scheme does not inherit that symmetry automatically.

```lean
/-- The grid Laplacian is symmetric for the complex inner product in plain `ds` on `C²`
functions that vanish at `a` and `b`. -/
theorem gridLap_symmetric {x : ℝ → ℝ} {φ χ : ℝ → ℂ} {a b : ℝ} (hab : a ≤ b)
    (hx : ContDiff ℝ 3 x) (hJ : ∀ s ∈ Icc a b, 0 < deriv x s)
    (hφ : ContDiff ℝ 2 φ) (hχ : ContDiff ℝ 2 χ)
    (hφa : φ a = 0) (hφb : φ b = 0) (hχa : χ a = 0) (hχb : χ b = 0) :
    ∫ s in a..b, star (gridLap x φ s) * χ s =
      ∫ s in a..b, star (φ s) * gridLap x χ s := by
  have hs : ContDiff ℝ 2 (fun t => star (φ t)) := Complex.conjCLE.contDiff.comp hφ
  have h1 := integral_mul_gridLap hab hx hJ hs hχ (by simp [hφa]) (by simp [hφb])
  have h2 := integral_mul_gridLap hab hx hJ hχ hs hχa hχb
  -- both sides reduce to the same form, symmetric in the two functions
  calc ∫ s in a..b, star (gridLap x φ s) * χ s
      = ∫ s in a..b, χ s * gridLap x (fun t => star (φ t)) s := by
        simp only [gridLap_star, mul_comm]
    _ = -∫ s in a..b, deriv x s • (flux x (fun t => star (φ t)) s * flux x χ s) := by
        rw [h2]
        simp only [mul_comm]
    _ = ∫ s in a..b, star (φ s) * gridLap x χ s := h1.symm

end

end AdaptiveCoordinates
```

```lean
#print axioms AdaptiveCoordinates.overlap_toGrid
#print axioms AdaptiveCoordinates.norm_toGrid
#print axioms AdaptiveCoordinates.schrodinger_iff
#print axioms AdaptiveCoordinates.gridLap_symmetric
```

```
'AdaptiveCoordinates.overlap_toGrid' depends on axioms: [propext, Classical.choice, Quot.sound]
'AdaptiveCoordinates.norm_toGrid' depends on axioms: [propext, Classical.choice, Quot.sound]
'AdaptiveCoordinates.schrodinger_iff' depends on axioms: [propext, Classical.choice, Quot.sound]
'AdaptiveCoordinates.gridLap_symmetric' depends on axioms: [propext, Classical.choice, Quot.sound]
```

## A weighted inner product, and the sign of the kinetic energy

The Jacobian could also be kept in the inner product. The grid function would then be f(s) = ψ(x(s)), the overlap ∫ₐᵇ f* g J ds, and the Laplacian J^(-1) (J^(-1) f')'. Symmetry would hold with the weight J, and x would need only to be C². In exchange, J would enter the overlap matrix, so that even a basis orthonormal in plain ds would in general lead to a generalised eigenvalue problem.

The argument of (h) also fixes a sign. Taking φ* and φ as the two functions, with φ vanishing at both ends, gives

−½ ∫ₐᵇ φ* Aφ ds = ½ ∫ₐᵇ J |Fφ|² ds ≥ 0,

so the expectation value of the kinetic energy in the adaptive coordinate is never negative for such φ.
